# A lower bound on the expectation value in every normalised pure state also bounds every ensemble average

The theorem `le_mean` concerns a quantum system with a finite-dimensional state space and a complex matrix `A`, which need not be Hermitian. If a real number `c` is at most the real part of ⟨ψ, Aψ⟩ for every normalised vector ψ, then `c` is at most the real part of tr(ΓA) for every density matrix Γ, that is, every positive semidefinite matrix of trace one. The attempt factors Γ as `Bᴴ * B` and takes the conjugated rows of `B` as unnormalised ensemble vectors, whose squared norms sum to one. It then means to apply a scaled form of the bound to each vector and add up the results.

The failing Lean file:

```lean
import Mathlib

open Matrix
open scoped ComplexOrder

namespace LiebFunctional

noncomputable section

variable {m ι : Type*} [Fintype m]

/-- A density matrix: positive semidefinite with trace one. -/
def IsState (Γ : Matrix m m ℂ) : Prop := Γ.PosSemidef ∧ Γ.trace = 1

/-- The real part of the ensemble average `tr(Γ A)`. -/
def mean (Γ A : Matrix m m ℂ) : ℝ := (Γ * A).trace.re

/-- The real part of `⟨ψ, A ψ⟩`. -/
def expect (ψ : m → ℂ) (A : Matrix m m ℂ) : ℝ := (star ψ ⬝ᵥ A *ᵥ ψ).re

/-- A lower bound on `expect ψ A` for all normalised `ψ` is a lower bound on `mean Γ A` for every
density matrix `Γ`. -/
theorem le_mean {A Γ : Matrix m m ℂ} {c : ℝ}
    (h : ∀ ψ : m → ℂ, star ψ ⬝ᵥ ψ = 1 → c ≤ expect ψ A) (hΓ : IsState Γ) :
    c ≤ mean Γ A := by
  classical
  obtain ⟨hp, ht⟩ := hΓ
  obtain ⟨B, rfl⟩ := Matrix.posSemidef_iff_eq_conjTranspose_mul_self.mp hp
  -- the rows of `B` give the vectors of the ensemble
  have h1 : ∑ k, (star (star (B k)) ⬝ᵥ star (B k)).re = 1 := by
    have := trace_gram B 1
    simp only [Matrix.mul_one, one_mulVec] at this
    rw [← Complex.re_sum, ← this, ht, Complex.one_re]
  calc c = ∑ k, c * (star (star (B k)) ⬝ᵥ star (B k)).re := by
        rw [← Finset.mul_sum, h1, mul_one]
    _ ≤ ∑ k, expect (star (B k)) A := Finset.sum_le_sum fun k _ => expect_scaled h _
    _ = mean (Bᴴ * B) A := by
        unfold mean expect
        rw [trace_gram, Complex.re_sum]

end

end LiebFunctional
```

Lean reports:

```
Main.lean:28:21: error(lean.unknownIdentifier): Unknown constant `Matrix.posSemidef_iff_eq_conjTranspose_mul_self.mp`
Main.lean:28:9: error: Tactic `rcases` failed: `x✝ : ?m.31` is not an inductive datatype
```

The repair, with which the file compiles:

```diff
@@ -26,16 +26,29 @@
   classical
   obtain ⟨hp, ht⟩ := hΓ
-  obtain ⟨B, rfl⟩ := Matrix.posSemidef_iff_eq_conjTranspose_mul_self.mp hp
-  -- the rows of `B` give the vectors of the ensemble
-  have h1 : ∑ k, (star (star (B k)) ⬝ᵥ star (B k)).re = 1 := by
-    have := trace_gram B 1
-    simp only [Matrix.mul_one, one_mulVec] at this
-    rw [← Complex.re_sum, ← this, ht, Complex.one_re]
-  calc c = ∑ k, c * (star (star (B k)) ⬝ᵥ star (B k)).re := by
-        rw [← Finset.mul_sum, h1, mul_one]
-    _ ≤ ∑ k, expect (star (B k)) A := Finset.sum_le_sum fun k _ => expect_scaled h _
-    _ = mean (Bᴴ * B) A := by
-        unfold mean expect
-        rw [trace_gram, Complex.re_sum]
+  -- diagonalise: weights `p k` on the columns of a unitary `U`
+  obtain ⟨U, p, hU, hp0, rfl⟩ : ∃ (U : Matrix m m ℂ) (p : m → ℝ), star U * U = 1 ∧
+      (∀ k, 0 ≤ p k) ∧ Γ = U * diagonal (fun k => (p k : ℂ)) * star U := by
+    refine ⟨hp.isHermitian.eigenvectorUnitary, hp.isHermitian.eigenvalues,
+      mem_unitaryGroup_iff'.mp hp.isHermitian.eigenvectorUnitary.2, hp.eigenvalues_nonneg, ?_⟩
+    have hs := hp.isHermitian.spectral_theorem
+    rw [Unitary.conjStarAlgAut_apply] at hs
+    exact hs
+  have key : ∀ X : Matrix m m ℂ, (U * diagonal (fun k => (p k : ℂ)) * star U * X).trace =
+      ∑ k, (p k : ℂ) * (star (Uᵀ k) ⬝ᵥ X *ᵥ Uᵀ k) := fun X => by
+    rw [Matrix.mul_assoc, Matrix.mul_assoc, trace_mul_comm, Matrix.mul_assoc]
+    simp only [trace, diag_apply, diagonal_mul]
+    refine Finset.sum_congr rfl fun k _ => ?_
+    rw [Matrix.mul_assoc]
+    simp [mul_apply, dotProduct, mulVec, star_apply]
+  have hu : ∀ k, star (Uᵀ k) ⬝ᵥ Uᵀ k = 1 := fun k => by
+    simpa [mul_apply, dotProduct, star_apply] using congrFun (congrFun hU k) k
+  have h1 : ∑ k, p k = 1 := by
+    have := key 1
+    simp only [one_mulVec, hu, mul_one, ht] at this
+    exact_mod_cast this.symm
+  calc c = ∑ k, p k * c := by rw [← Finset.sum_mul, h1, one_mul]
+    _ ≤ ∑ k, p k * expect (Uᵀ k) A :=
+        Finset.sum_le_sum fun k _ => mul_le_mul_of_nonneg_left (h _ (hu k)) (hp0 k)
+    _ = _ := by simp only [mean, expect, key, Complex.re_sum, Complex.re_ofReal_mul]
 
 end
```

Diagnosis. The first message says that Lean knows no constant by the name given, so the factorisation of `Γ` is never obtained. The second follows from the first: the unresolved term has only the unknown type `?m.31`, which `rcases` cannot split into a matrix `B` and an equation.

The repair doesn't look for another name for the factorisation. It uses `spectral_theorem` to write `Γ` as `U * diagonal (fun k => (p k : ℂ)) * star U`, with nonnegative weights `p k`. The rest of the proof relied on `B`, so it is replaced too. `key` turns the trace into a weighted sum over the columns of `U`, `hu` shows that these columns are normalised, and `h1` that the weights sum to one. The hypothesis `h` then applies to each column directly, and the final `calc` adds up the weighted bounds.

The old proof also called `trace_gram` and `expect_scaled`, which the file does not define. The messages don't mention them, and the new proof needs neither.
